# In a ring model with local screening, the Kerker-preconditioned response of an unscreened slab's half-sine tends to zero as the slab thickens

## Does a metal's Kerker preconditioner fail on a thick insulating slab?

Take a ring of $N$ sites with unit spacing and the positive Laplacian $(Lx)_i = 2x_i - x_{i+1} - x_{i-1}$. A diagonal matrix $D$ describes the local screening: it vanishes on the $M \ge 1$ consecutive sites $1,\dots,M$ of an insulating slab, where $N \ge M+1$. The constant $s > 0$ is the screening strength for which the Kerker preconditioner is tuned, normally that of the metal.

In this linear model, I expect the preconditioned response to be governed by comparing $L+D$ with $L+s$. A half-sine $x$ that lives on the slab should then give

$$\frac{\langle x,(L+D)x\rangle}{\langle x,(L+s)x\rangle} = \frac{w}{w+s},\qquad w = 4\sin^2\frac{\pi}{2(M+1)},$$

which goes to zero as the slab thickens. Can this be made rigorous and machine-checked, including what it means for the spread of the response when part of the ring is metallic?

## The half-sine sees only the slab

Yes. Write $\theta = \pi/(M+1)$ and set $x_k = \sin k\theta$ for $0 \le k \le M$, with $x = 0$ on all other sites.

The comparison of $L+D$ with $L+s$ arises as follows. With a local response $\chi_0 = -D$ and the Coulomb kernel $L^{-1}$, the dielectric operator on potentials is formally $L^{-1}(L+D)$, leaving aside the uniform mode, on which $L$ vanishes. The Kerker factor $(L+s)^{-1}L$, the lattice version of $q^2/(q^2+s)$ for wavenumber $q$, turns it into $(L+s)^{-1}(L+D)$. The ratio above is the Rayleigh quotient of this operator in the inner product $\langle x,(L+s)y\rangle$.

**Inside the slab.** The formula $x_k = \sin k\theta$ also holds at $k = M+1$, because $\sin\pi = 0$. That site is either a separate site with $x = 0$ or, when $N = M+1$, site $0$ again, where $x$ also vanishes. So for $1 \le k \le M$,

$$(Lx)_k = 2\sin k\theta - \sin(k+1)\theta - \sin(k-1)\theta = (2 - 2\cos\theta)\sin k\theta = w\,x_k,$$

since $1-\cos\theta = 2\sin^2(\theta/2)$.

**Outside the slab.** Here $Lx$ need not vanish: the sites next to the slab feel their neighbours, and $x$ is not an eigenvector of $L$ on the ring. In the quadratic form, however, $(Lx)_i$ is multiplied by $x_i = 0$. For any diagonal screening $V$ with constant value $v$ on the slab, therefore,

$$\langle x,(L+V)x\rangle = (w+v)\sum_i x_i^2 .$$

**The ratio and its limit.** The norm is positive because $x_1 = \sin\theta > 0$ for $M \ge 1$. Taking $v = 0$ for $D$ and $v = s$ for the Kerker form gives $w/(w+s)$. From $0 < \sin y \le y$ at $y = \theta/2$ we get $0 < w \le \theta^2$, so $w \to 0$ and the ratio tends to zero.

**The spread.** Suppose that $D_j = s$ on some site $j$, and that for all $x$

$$c\,\langle x,(L+s)x\rangle \le \langle x,(L+D)x\rangle \le C\,\langle x,(L+s)x\rangle .$$

Let $e_j$ be the unit vector on site $j$ and $\ell = (Le_j)_j \ge 0$. Both forms take the value $\ell + s > 0$ on $e_j$, so $C \ge 1$. The half-sine gives $c(w+s) \le w$.

Now put $t = \theta^2 \ge w$. If $c \le 0$, then $c(t+s) \le t$ is immediate. If $c > 0$, then $c \le w/(w+s) < 1$, and

$$c(t+s) = c(w+s) + c(t-w) \le w + (t-w) = t .$$

Dividing by $t$ gives

$$c\left(1 + \frac{s(M+1)^2}{\pi^2}\right) \le 1 \le C .$$

For $c > 0$ this says that $C/c$ grows at least quadratically with the slab thickness. In self-consistent-field practice such a spread means slow linear mixing: a step small enough for the metallic response barely moves the slab mode. The bound establishes this spread for a one-dimensional model with linear, local screening.

## How the Lean statements describe the ring

Sites are elements of `ZMod N`, so `i + 1` and `i - 1` wrap around, and `i.val` is the site number between $0$ and $N-1$. The slab consists of the sites with `1 ≤ i.val` and `i.val ≤ M`. Vectors are real functions on the sites. `ringLaplacian` is $L$, `slabMode N M` is the unnormalised half-sine, and `slabEigen M` is $w$.

`screenedForm V x` is $\langle x,(L+V)x\rangle$ for a site-dependent screening `V`. The Kerker form is the special case `fun _ => s`.

Three theorems carry the result:

- `kerker_slab_ratio` assumes $M \ge 1$, $N \ge M+1$, $s > 0$ and $D = 0$ on the slab. It concludes that the Kerker form of the half-sine is positive and that the ratio equals $w/(w+s)$. The values of $D$ elsewhere are arbitrary.
- `kerker_ratio_tendsto_zero` says that $w/(w+s) \to 0$ as $M \to \infty$ at fixed $s > 0$. The ring size does not enter, so the ring may grow with the slab in any way that keeps $N \ge M+1$.
- `kerker_spread_bound` adds a site `j` with `D j = s`, and the two form inequalities `hc` and `hC` for given numbers $c$ and $C$. Its conclusion is the product inequality, without a division by $c$.

The condition $D = 0$ stands for an insulator with no local screening at all. A real insulator still polarises, which would change the coefficient of the Laplacian inside the slab. The condition `D j = s` stands for a metallic site whose screening matches the preconditioner exactly. The model also leaves out nonlocal response, exchange-correlation and the nonlinearity of the self-consistency cycle. The theorems concern quadratic forms, and no mixing iteration appears in them.

```lean
import Mathlib

open Real Filter Topology

namespace KerkerSlab

noncomputable section

/-- The periodic second-difference Laplacian (with positive sign) on a ring of `N` sites. -/
def ringLaplacian {N : ℕ} (x : ZMod N → ℝ) (i : ZMod N) : ℝ :=
  2 * x i - x (i + 1) - x (i - 1)

/-- The quadratic form `⟨x, (L + V) x⟩` of the Laplacian plus a site-dependent screening `V`. -/
def screenedForm {N : ℕ} [NeZero N] (V x : ZMod N → ℝ) : ℝ :=
  ∑ i, x i * (ringLaplacian x i + V i * x i)

/-- The half-sine supported on the slab of sites `1, …, M`. -/
def slabMode (N M : ℕ) (i : ZMod N) : ℝ :=
  if i.val ≤ M then Real.sin (π * (i.val : ℝ) / ((M : ℝ) + 1)) else 0

/-- The number `w = 4 sin² (π / (2 (M + 1)))` for a slab of `M` sites. -/
def slabEigen (M : ℕ) : ℝ := 4 * Real.sin (π / (2 * ((M : ℝ) + 1))) ^ 2

/-- From site `0` to site `M + 1` the slab mode follows the sine, both edges included. -/
theorem slabMode_natCast {N M k : ℕ} (hN : M + 1 ≤ N) (hk : k ≤ M + 1) :
    slabMode N M (k : ZMod N) = Real.sin (π * (k : ℝ) / ((M : ℝ) + 1)) := by
  have hM : (M : ℝ) + 1 ≠ 0 := by positivity
  rcases Nat.lt_or_ge k (M + 1) with h | h
  · have hv : (k : ZMod N).val = k := ZMod.val_natCast_of_lt (by omega)
    unfold slabMode
    rw [hv, if_pos (by omega)]
  · obtain rfl : k = M + 1 := by omega
    have hs : Real.sin (π * ((M + 1 : ℕ) : ℝ) / ((M : ℝ) + 1)) = 0 := by
      push_cast
      rw [mul_div_assoc, div_self hM, mul_one, Real.sin_pi]
    rw [hs]
    -- the right edge is either a new site or, on the shortest ring, site 0 again
    rcases Nat.lt_or_ge (M + 1) N with h' | h'
    · have hv : ((M + 1 : ℕ) : ZMod N).val = M + 1 := ZMod.val_natCast_of_lt h'
      unfold slabMode
      rw [hv, if_neg (by omega)]
    · obtain rfl : N = M + 1 := by omega
      rw [ZMod.natCast_self]
      simp [slabMode]

/-- On the sites of the slab the Laplacian multiplies the half-sine by `w`. -/
theorem laplacian_slabMode {N M : ℕ} [NeZero N] (hN : M + 1 ≤ N) (i : ZMod N)
    (h1 : 1 ≤ i.val) (h2 : i.val ≤ M) :
    ringLaplacian (slabMode N M) i = slabEigen M * slabMode N M i := by
  obtain ⟨k, hk⟩ : ∃ k, i.val = k + 1 := ⟨i.val - 1, by omega⟩
  have hi : i = ((k + 1 : ℕ) : ZMod N) := by rw [← hk, ZMod.natCast_zmod_val]
  have hp : i + 1 = ((k + 2 : ℕ) : ZMod N) := by rw [hi]; push_cast; ring
  have hm : i - 1 = (k : ZMod N) := by rw [hi]; push_cast; ring
  have e0 := slabMode_natCast (k := k) hN (by omega)
  have e1 := slabMode_natCast (k := k + 1) hN (by omega)
  have e2 := slabMode_natCast (k := k + 2) hN (by omega)
  have a2 : π * ((k + 2 : ℕ) : ℝ) / ((M : ℝ) + 1)
      = π * ((k + 1 : ℕ) : ℝ) / ((M : ℝ) + 1) + π / ((M : ℝ) + 1) := by
    push_cast; ring
  have a0 : π * (k : ℝ) / ((M : ℝ) + 1)
      = π * ((k + 1 : ℕ) : ℝ) / ((M : ℝ) + 1) - π / ((M : ℝ) + 1) := by
    push_cast; ring
  have hc : Real.cos (π / ((M : ℝ) + 1))
      = 1 - 2 * Real.sin (π / (2 * ((M : ℝ) + 1))) ^ 2 := by
    have h : π / ((M : ℝ) + 1) = 2 * (π / (2 * ((M : ℝ) + 1))) := by field_simp
    rw [h, Real.cos_two_mul, Real.cos_sq']
    ring
  -- the two neighbours add up to 2 cos(π/(M+1)) times the centre
  rw [ringLaplacian, hp, hm, hi, e0, e1, e2, a2, a0, Real.sin_add, Real.sin_sub, slabEigen, hc]
  ring

/-- If the screening has the constant value `v` on the slab, the form of the half-sine is
`(w + v)` times its squared norm, whatever the screening is elsewhere. -/
theorem screenedForm_slabMode {N M : ℕ} [NeZero N] (hN : M + 1 ≤ N) (V : ZMod N → ℝ) (v : ℝ)
    (hV : ∀ i : ZMod N, 1 ≤ i.val → i.val ≤ M → V i = v) :
    screenedForm V (slabMode N M) = (slabEigen M + v) * ∑ i, slabMode N M i ^ 2 := by
  unfold screenedForm
  rw [Finset.mul_sum]
  refine Finset.sum_congr rfl fun i _ => ?_
  by_cases h : 1 ≤ i.val ∧ i.val ≤ M
  · rw [laplacian_slabMode hN i h.1 h.2, hV i h.1 h.2]
    ring
  · have h0 : slabMode N M i = 0 := by
      unfold slabMode
      split_ifs with h2
      · have hz : i.val = 0 := by omega
        rw [hz]
        simp
      · rfl
    rw [h0]
    ring

/-- The half-sine on a slab of at least one site has positive squared norm. -/
theorem slabMode_norm_pos {N M : ℕ} [NeZero N] (hM : 1 ≤ M) (hN : M + 1 ≤ N) :
    0 < ∑ i, slabMode N M i ^ 2 := by
  have hM' : (0 : ℝ) < M := by exact_mod_cast hM
  refine Finset.sum_pos' (fun i _ => sq_nonneg _) ⟨((1 : ℕ) : ZMod N), Finset.mem_univ _, ?_⟩
  rw [slabMode_natCast (k := 1) hN (by omega)]
  refine pow_pos (Real.sin_pos_of_pos_of_lt_pi (by positivity) ?_) 2
  rw [div_lt_iff₀ (by positivity)]
  push_cast
  nlinarith [mul_pos Real.pi_pos hM']

/-- The number `w` is positive and at most `(π / (M + 1))²`. -/
theorem slabEigen_bounds (M : ℕ) :
    0 < slabEigen M ∧ slabEigen M ≤ (π / ((M : ℝ) + 1)) ^ 2 := by
  have hM : (0 : ℝ) ≤ M := Nat.cast_nonneg M
  have hy : 0 < π / (2 * ((M : ℝ) + 1)) := by positivity
  have hs : 0 < Real.sin (π / (2 * ((M : ℝ) + 1))) :=
    Real.sin_pos_of_pos_of_lt_pi hy (div_lt_self Real.pi_pos (by linarith))
  have h2 := pow_le_pow_left₀ hs.le (Real.sin_le hy.le) 2
  have he : (π / ((M : ℝ) + 1)) ^ 2 = 4 * (π / (2 * ((M : ℝ) + 1))) ^ 2 := by
    field_simp
    norm_num
  unfold slabEigen
  exact ⟨by positivity, by rw [he]; linarith⟩

/-- If the screening `D` vanishes on the slab, the half-sine has positive Kerker form
`⟨x, (L + s) x⟩`, and the ratio of `⟨x, (L + D) x⟩` to it is `w / (w + s)`. -/
theorem kerker_slab_ratio {N M : ℕ} [NeZero N] (hM : 1 ≤ M) (hN : M + 1 ≤ N) {s : ℝ}
    (hs : 0 < s) (D : ZMod N → ℝ) (hD : ∀ i : ZMod N, 1 ≤ i.val → i.val ≤ M → D i = 0) :
    0 < screenedForm (fun _ => s) (slabMode N M) ∧
    screenedForm D (slabMode N M) / screenedForm (fun _ => s) (slabMode N M)
      = slabEigen M / (slabEigen M + s) := by
  have hS := slabMode_norm_pos hM hN
  have hw := (slabEigen_bounds M).1
  rw [screenedForm_slabMode hN D 0 hD, screenedForm_slabMode hN (fun _ => s) s (fun _ _ _ => rfl)]
  exact ⟨by positivity, by rw [add_zero, mul_div_mul_right _ _ hS.ne']⟩

/-- For fixed `s > 0` the ratio `w / (w + s)` tends to zero as the slab grows thicker. -/
theorem kerker_ratio_tendsto_zero {s : ℝ} (hs : 0 < s) :
    Tendsto (fun M : ℕ => slabEigen M / (slabEigen M + s)) atTop (𝓝 0) := by
  have hb : Tendsto (fun M : ℕ => π ^ 2 * (1 / ((M : ℝ) + 1)) ^ 2) atTop (𝓝 0) := by
    simpa using ((tendsto_one_div_add_atTop_nhds_zero_nat (𝕜 := ℝ)).pow 2).const_mul (π ^ 2)
  have hw : Tendsto slabEigen atTop (𝓝 0) :=
    squeeze_zero (fun M => (slabEigen_bounds M).1.le)
      (fun M => (slabEigen_bounds M).2.trans_eq (by ring)) hb
  have h : Tendsto (fun M : ℕ => slabEigen M / (slabEigen M + s)) atTop (𝓝 (0 / (0 + s))) :=
    hw.div (hw.add_const s) (by rw [zero_add]; exact hs.ne')
  rwa [zero_div] at h

/-- The form of the unit vector on site `j` is the value at `j` of that vector's Laplacian, plus `V
j`. -/
theorem screenedForm_single {N : ℕ} [NeZero N] (V : ZMod N → ℝ) (j : ZMod N) :
    screenedForm V (Pi.single j 1) = ringLaplacian (Pi.single j 1) j + V j := by
  unfold screenedForm
  rw [Finset.sum_eq_single j]
  · rw [Pi.single_eq_same]
    ring
  · intro i _ hij
    rw [Pi.single_eq_of_ne hij]
    ring
  · exact fun h => absurd (Finset.mem_univ j) h

/-- Let `D` vanish on the slab and equal `s` on some site. If `L + D` lies between `c` and `C`
times `L + s` as quadratic forms, then `c (1 + s (M + 1)² / π²) ≤ C`. -/
theorem kerker_spread_bound {N M : ℕ} [NeZero N] (hM : 1 ≤ M) (hN : M + 1 ≤ N) {s : ℝ}
    (hs : 0 < s) (D : ZMod N → ℝ) (hD : ∀ i : ZMod N, 1 ≤ i.val → i.val ≤ M → D i = 0)
    (j : ZMod N) (hj : D j = s) {c C : ℝ}
    (hc : ∀ x, c * screenedForm (fun _ => s) x ≤ screenedForm D x)
    (hC : ∀ x, screenedForm D x ≤ C * screenedForm (fun _ => s) x) :
    c * (1 + s * ((M : ℝ) + 1) ^ 2 / π ^ 2) ≤ C := by
  -- the unit vector on site `j` forces C ≥ 1
  have hle : ∀ i, (Pi.single j 1 : ZMod N → ℝ) i ≤ 1 := by
    intro i
    by_cases h : i = j
    · simp [h]
    · simp [Pi.single_eq_of_ne h]
  have hL : 0 ≤ ringLaplacian (Pi.single j 1 : ZMod N → ℝ) j := by
    have a := hle (j + 1)
    have b := hle (j - 1)
    unfold ringLaplacian
    rw [Pi.single_eq_same]
    linarith
  have h1 : 1 ≤ C := by
    have h := hC (Pi.single j 1)
    simp only [screenedForm_single, hj] at h
    exact le_of_mul_le_mul_right (by linarith) (add_pos_of_nonneg_of_pos hL hs)
  -- the half-sine forces c (w + s) ≤ w
  obtain ⟨hw, hwt⟩ := slabEigen_bounds M
  have h2 : c * (slabEigen M + s) ≤ slabEigen M := by
    have h := hc (slabMode N M)
    rw [screenedForm_slabMode hN D 0 hD,
      screenedForm_slabMode hN (fun _ => s) s (fun _ _ _ => rfl)] at h
    exact le_of_mul_le_mul_right (by linarith) (slabMode_norm_pos hM hN)
  have ht : 0 < (π / ((M : ℝ) + 1)) ^ 2 := by positivity
  have he : 1 + s * ((M : ℝ) + 1) ^ 2 / π ^ 2
      = ((π / ((M : ℝ) + 1)) ^ 2 + s) / (π / ((M : ℝ) + 1)) ^ 2 := by
    have hp := Real.pi_ne_zero
    field_simp
  rw [he]
  generalize (π / ((M : ℝ) + 1)) ^ 2 = t at *
  -- replace w by its upper bound t
  have h3 : c * (t + s) ≤ t := by
    rcases le_total c 0 with h | h
    · nlinarith [mul_nonneg (neg_nonneg.mpr h) (add_pos ht hs).le]
    · have hc1 : c ≤ 1 := by
        by_contra hlt
        push Not at hlt
        nlinarith [mul_pos (sub_pos.mpr hlt) hw, mul_nonneg h hs.le]
      nlinarith [mul_nonneg (sub_nonneg.mpr hc1) (sub_nonneg.mpr hwt)]
  refine le_trans ?_ h1
  rw [← mul_div_assoc, div_le_iff₀ ht, one_mul]
  exact h3

end

end KerkerSlab
```

```lean
#print axioms KerkerSlab.kerker_slab_ratio
#print axioms KerkerSlab.kerker_ratio_tendsto_zero
#print axioms KerkerSlab.kerker_spread_bound
```

```
'KerkerSlab.kerker_slab_ratio' depends on axioms: [propext, Classical.choice, Quot.sound]
'KerkerSlab.kerker_ratio_tendsto_zero' depends on axioms: [propext, Classical.choice, Quot.sound]
'KerkerSlab.kerker_spread_bound' depends on axioms: [propext, Classical.choice, Quot.sound]
```

## From the slab edges to the spread bound

`slabMode_natCast` establishes the sine formula for all $k$ from $0$ to $M+1$. Its last case splits on whether $M+1 < N$ or $N = M+1$, which are the two possibilities at the right edge.

`laplacian_slabMode` writes the site as $k+1$, so that its neighbours are $k$ and $k+2$. The facts `a2` and `a0` express the neighbouring angles as the central angle plus or minus $\theta$, and `hc` is the half-angle formula for $\cos\theta$. After rewriting with the sine addition formulas, `ring` finishes the calculation.

`screenedForm_slabMode` compares the two sums site by site. On the slab it uses the previous lemma and the constant screening; elsewhere it shows that the half-sine is zero, including at site $0$, where the definition gives $\sin 0$.

`slabMode_norm_pos` finds the positive term at site $1$. `slabEigen_bounds` proves $0 < w \le \theta^2$ by squaring $\sin y \le y$. The ratio theorem then evaluates both forms and cancels the common norm. The limit theorem squeezes $w$ between zero and $\pi^2/(M+1)^2$ and passes to the quotient, whose denominator tends to $s \ne 0$.

For the spread, `screenedForm_single` evaluates the form on the one-site vector `Pi.single j 1`. In `kerker_spread_bound`, `hL` is $\ell \ge 0$, `h1` is $C \ge 1$ and `h2` is $c(w+s) \le w$. The step `generalize` names $\theta^2$ as `t`, and `h3` replaces $w$ by `t` through the same case split on the sign of $c$ as in the derivation. The last lines divide by `t` and chain the result with $1 \le C$.
